# Polynomial-times-exponential image states at a perfect conductor have energies \(-1/(32n^2)\) hartree

In atomic units, an electron at distance \(z>0\) from a perfect conductor, moving only along the surface normal, has bound states \(u(z)=p(z)e^{-\kappa z}\), with \(p\) a nonzero real polynomial and \(p(0)=0\), exactly when \(\kappa=1/(4n)\) for an integer \(n\ge 1\). Then \(\deg p=n\) and the energy is \(-1/(32n^2)\) hartree. I know this as the image Rydberg series, usually obtained by adapting the hydrogen solution. Can it be derived rigorously from the differential equation, with a machine-checked proof?

## The two highest powers of \(z\) fix \(\kappa\) and \(E\)

Yes, and the energy need not be prescribed: write it as an unknown \(E\). In atomic units the equation is

\[
-\tfrac12 u''-\frac{u}{4z}=Eu,\qquad z>0,
\]

where \(-1/(4z)\) is the electron's classical potential energy, zero at infinity, for the attractive force \(1/(4z^2)\) exerted by the charge it induces in the metal.

Each derivative of \(u\) replaces the polynomial \(p\) by \(p'-\kappa p\), so \(u''=(p''-2\kappa p'+\kappa^2p)e^{-\kappa z}\). Inserting this and multiplying by \(-4z\,e^{\kappa z}\) gives

\[
z\left[2p''-4\kappa p'+(2\kappa^2+4E)p\right]+p=0 .
\]

The left side is a polynomial that vanishes for all \(z>0\), hence identically. With \(p=\sum_k a_kz^k\), the constant term gives \(a_0=0\), and the coefficient of \(z^{k+1}\) gives, for \(k\ge0\),

\[
2(k+2)(k+1)a_{k+2}+\left[1-4\kappa(k+1)\right]a_{k+1}+(2\kappa^2+4E)a_k=0 .
\]

Let \(n=\deg p\). Since \(a_0=0\) and \(p\ne0\), \(n\ge1\). Two cases of the recursion settle the rest:

- \(k=n\): \((2\kappa^2+4E)a_n=0\), so \(E=-\kappa^2/2\).
- \(k=n-1\): \((1-4\kappa n)a_n=0\), so \(\kappa=1/(4n)\) and \(E=-1/(32n^2)\).

Conversely, for these values the recursion becomes

\[
a_{k+2}=-\frac{n-1-k}{2n(k+1)(k+2)}\,a_{k+1}.
\]

Starting from \(a_1=1\), it gives

\[
p(z)=\sum_{k=0}^{n-1}\binom{n-1}{k}\left(-\frac1{2n}\right)^k\frac{z^{k+1}}{(k+1)!},
\]

which has degree \(n\). For \(n=1\) the state is \(z e^{-z/4}\), at \(-1/32\) hartree. Because \(a_0=0\) and \(a_1\) determine all later coefficients, every polynomial solution at a given level is a multiple of this one.

## What the Lean statements say

`imageHamiltonian` applies the left side of the Schrödinger equation to a function, using actual second derivatives. `trialState κ p` is \(p(z)e^{-\kappa z}\), with `p : ℝ[X]` a real polynomial, and `IsLevel κ p E` demands the eigenvalue equation at every \(z>0\).

`image_rydberg_series` says that, for real `κ` and `E` and natural `n`, there is a nonzero `p` of degree `n` with \(p(0)=0\) that solves the equation if and only if \(n\ge1\), \(\kappa=1/(4n)\) and \(E=-1/(32n^2)\). The sign of `κ` is not assumed. `decay_constant_quantised` states the condition on \(\kappa\) alone, with the energy set in advance to \(-\kappa^2/2\); `quantisation` supplies the degree and the energy, and shows that, for polynomial \(p\), the boundary condition \(p(0)=0\) already follows from the equation.

The theorems concern this class of functions and do not determine the full spectrum of a self-adjoint operator. The model has one electron, motion normal to the surface only, and a potential that keeps its classical form down to \(z=0\), with no penetration into the metal. Within that one-electron model, the levels are exact reference values for a numerical solver that imposes \(u(0)=0\).

## How the proof follows the calculation

`deriv_trialState` is the rule \(p\mapsto p'-\kappa p\). `isLevel_iff_poly` uses `field_simp` and `ring` to write the defect of the equation as a nonzero factor times a polynomial, which is zero because it has infinitely many roots. `isLevel_iff_coeff` extracts the recursion.

`quantisation` evaluates it at the two highest powers, cancelling the nonzero leading coefficient each time. For existence, the file writes \(n=m+1\): `imagePoly_coeff` reads off the coefficients of `imagePoly m`, and `imagePoly_isLevel` verifies the recursion through the ratio of neighbouring binomial coefficients. `level_nondegenerate` proves proportionality by induction, carrying two consecutive coefficients at a time. In `image_rydberg_series`, the degree of `imagePoly m` comes from applying `quantisation` to it and comparing decay constants.

```lean
import Mathlib

open Polynomial

namespace ImagePotentialRydberg

noncomputable section

/-- The Hamiltonian, in atomic units, of an electron at distance `z` from a perfect conductor:
kinetic energy plus the image potential `-1/(4z)`. -/
def imageHamiltonian (u : ℝ → ℝ) (z : ℝ) : ℝ :=
  -(deriv (deriv u) z) / 2 - u z / (4 * z)

/-- The trial state `p(z) exp(-κ z)`. -/
def trialState (κ : ℝ) (p : ℝ[X]) (z : ℝ) : ℝ :=
  p.eval z * Real.exp (-κ * z)

/-- The state `p(z) exp(-κ z)` solves the Schrödinger equation with energy `E` outside the
metal, `z > 0`. -/
def IsLevel (κ : ℝ) (p : ℝ[X]) (E : ℝ) : Prop :=
  ∀ z : ℝ, 0 < z → imageHamiltonian (trialState κ p) z = E * trialState κ p z

/-- The polynomial `∑ₖ (m choose k) (-1/(2(m+1)))ᵏ z^(k+1) / (k+1)!`. -/
def imagePoly (m : ℕ) : ℝ[X] :=
  ∑ k ∈ Finset.range (m + 1),
    C ((m.choose k : ℝ) * (-1 / (2 * ((m : ℝ) + 1))) ^ k / ((k + 1).factorial : ℝ)) * X ^ (k + 1)

/-- Differentiating a trial state replaces its polynomial `p` by `p' - κ p`. -/
theorem deriv_trialState (κ : ℝ) (p : ℝ[X]) :
    deriv (trialState κ p) = trialState κ (derivative p - C κ * p) := by
  funext z
  have h0 : HasDerivAt (fun y : ℝ => -κ * y) (-κ) z := by
    simpa using (hasDerivAt_id' z).const_mul (-κ)
  have h1 := (p.hasDerivAt z).fun_mul h0.exp
  refine h1.deriv.trans ?_
  simp only [trialState, eval_sub, eval_mul, eval_C]
  ring

/-- The Schrödinger equation on the half-line is equivalent to a differential equation
between polynomials. -/
theorem isLevel_iff_poly (κ E : ℝ) (p : ℝ[X]) :
    IsLevel κ p E ↔
      X * (C 2 * derivative (derivative p) - C (4 * κ) * derivative p
        + C (2 * κ ^ 2 + 4 * E) * p) + p = 0 := by
  set Q : ℝ[X] := X * (C 2 * derivative (derivative p) - C (4 * κ) * derivative p
        + C (2 * κ ^ 2 + 4 * E) * p) + p with hQ
  -- the defect of the Schrödinger equation is a nonzero factor times the polynomial `Q`
  have key : ∀ z : ℝ, 0 < z → imageHamiltonian (trialState κ p) z - E * trialState κ p z
      = -(Q.eval z) * Real.exp (-κ * z) / (4 * z) := by
    intro z hz
    have hz' : z ≠ 0 := hz.ne'
    unfold imageHamiltonian
    rw [deriv_trialState, deriv_trialState, hQ]
    simp only [trialState, derivative_sub, derivative_mul, derivative_C, zero_mul, zero_add,
      eval_sub, eval_add, eval_mul, eval_C, eval_X]
    generalize Real.exp (-κ * z) = e
    field_simp
    ring
  constructor
  · intro h
    refine Polynomial.eq_of_infinite_eval_eq Q 0 ((Set.Ioi_infinite (0 : ℝ)).mono ?_)
    intro z hz
    have hz0 : 0 < z := hz
    have h1 := key z hz0
    rw [h z hz0, sub_self, eq_comm, div_eq_zero_iff] at h1
    have h2 := h1.resolve_right (by positivity)
    have h3 := (mul_eq_zero.mp h2).resolve_right (Real.exp_pos _).ne'
    simpa using h3
  · intro h z hz
    have h1 := key z hz
    rw [h, eval_zero, neg_zero, zero_mul, zero_div] at h1
    exact sub_eq_zero.mp h1

/-- The Schrödinger equation is equivalent to a vanishing constant coefficient together with a
three-term recursion for the coefficients of the polynomial. -/
theorem isLevel_iff_coeff (κ E : ℝ) (p : ℝ[X]) :
    IsLevel κ p E ↔ p.coeff 0 = 0 ∧ ∀ k : ℕ,
      2 * (((k : ℝ) + 1 + 1) * (k + 1)) * p.coeff (k + 1 + 1) - 4 * κ * (k + 1) * p.coeff (k + 1)
        + (2 * κ ^ 2 + 4 * E) * p.coeff k + p.coeff (k + 1) = 0 := by
  rw [isLevel_iff_poly, Polynomial.ext_iff]
  constructor
  · intro h
    refine ⟨?_, fun k => ?_⟩
    · have h0 := h 0
      simp only [coeff_add, mul_coeff_zero, coeff_X_zero, zero_mul, zero_add, coeff_zero] at h0
      exact h0
    · have h1 := h (k + 1)
      simp only [coeff_add, coeff_X_mul, coeff_sub, coeff_C_mul, coeff_derivative,
        coeff_zero] at h1
      push_cast at h1
      linear_combination h1
  · rintro ⟨h0, h⟩ k
    cases k with
    | zero =>
      simp only [coeff_add, mul_coeff_zero, coeff_X_zero, zero_mul, zero_add, coeff_zero]
      exact h0
    | succ k =>
      simp only [coeff_add, coeff_X_mul, coeff_sub, coeff_C_mul, coeff_derivative, coeff_zero]
      push_cast
      linear_combination h k

/-- A nonzero polynomial solution vanishes at the surface, and its degree `n ≥ 1` fixes both
the decay constant `1/(4n)` and the energy `-1/(32 n²)`. -/
theorem quantisation {κ E : ℝ} {p : ℝ[X]} (hp : p ≠ 0) (h : IsLevel κ p E) :
    p.eval 0 = 0 ∧ 1 ≤ p.natDegree ∧ κ = 1 / (4 * (p.natDegree : ℝ)) ∧
      E = -1 / (32 * (p.natDegree : ℝ) ^ 2) := by
  obtain ⟨h0, hr⟩ := (isLevel_iff_coeff κ E p).1 h
  have hl : p.coeff p.natDegree ≠ 0 := by simpa using hp
  have hz1 : p.coeff (p.natDegree + 1) = 0 := coeff_eq_zero_of_natDegree_lt (by omega)
  have hz2 : p.coeff (p.natDegree + 1 + 1) = 0 := coeff_eq_zero_of_natDegree_lt (by omega)
  -- the highest power fixes the energy in terms of the decay constant
  have hE : 2 * κ ^ 2 + 4 * E = 0 := by
    have h1 := hr p.natDegree
    rw [hz1, hz2] at h1
    have h2 : (2 * κ ^ 2 + 4 * E) * p.coeff p.natDegree = 0 := by linear_combination h1
    exact (mul_eq_zero.mp h2).resolve_right hl
  obtain ⟨m, hm⟩ : ∃ m, p.natDegree = m + 1 :=
    Nat.exists_eq_succ_of_ne_zero (fun h => hl (by rw [h]; exact h0))
  rw [hm] at hl hz1 ⊢
  -- the next power fixes the decay constant
  have h3 : 1 - 4 * κ * ((m : ℝ) + 1) = 0 := by
    have h2 := hr m
    rw [hz1] at h2
    have h4 : (1 - 4 * κ * ((m : ℝ) + 1)) * p.coeff (m + 1) = 0 := by
      linear_combination h2 - p.coeff m * hE
    exact (mul_eq_zero.mp h4).resolve_right hl
  refine ⟨by rw [← coeff_zero_eq_eval_zero]; exact h0, by omega, ?_, ?_⟩
  · rw [eq_div_iff (by positivity)]
    push_cast
    linear_combination -h3
  · rw [eq_div_iff (by positivity)]
    push_cast
    linear_combination 8 * ((m : ℝ) + 1) ^ 2 * hE + (1 + 4 * κ * ((m : ℝ) + 1)) * h3

/-- The coefficients of the explicit polynomial `imagePoly m`. -/
theorem imagePoly_coeff (m k : ℕ) : (imagePoly m).coeff (k + 1) =
    (m.choose k : ℝ) * (-1 / (2 * ((m : ℝ) + 1))) ^ k / ((k + 1).factorial : ℝ) := by
  unfold imagePoly
  rw [← lcoeff_apply, map_sum, Finset.sum_eq_single k]
  · rw [lcoeff_apply, coeff_C_mul, coeff_X_pow, if_pos rfl, mul_one]
  · intro b _ hb
    rw [lcoeff_apply, coeff_C_mul, coeff_X_pow, if_neg (by omega), mul_zero]
  · intro hk
    rw [Finset.mem_range] at hk
    rw [Nat.choose_eq_zero_of_lt (by omega)]
    simp

/-- The explicit polynomial `imagePoly m` gives a solution with decay constant `1/(4(m+1))`
and energy `-1/(32(m+1)²)`. -/
theorem imagePoly_isLevel (m : ℕ) :
    IsLevel (1 / (4 * ((m : ℝ) + 1))) (imagePoly m) (-1 / (32 * ((m : ℝ) + 1) ^ 2)) := by
  have hM : (m : ℝ) + 1 ≠ 0 := by positivity
  have key : ∀ κ E : ℝ, 4 * κ * ((m : ℝ) + 1) = 1 → 2 * κ ^ 2 + 4 * E = 0 →
      IsLevel κ (imagePoly m) E := by
    intro κ E hκ hE
    refine (isLevel_iff_coeff _ _ _).2 ⟨?_, fun k => ?_⟩
    · unfold imagePoly
      rw [← lcoeff_apply, map_sum]
      refine Finset.sum_eq_zero fun i _ => ?_
      rw [lcoeff_apply, coeff_C_mul, coeff_X_pow, if_neg (by omega), mul_zero]
    -- ratio of neighbouring binomial coefficients
    have hc : (m.choose (k + 1) : ℝ) * (k + 1) = m.choose k * ((m : ℝ) - k) := by
      rcases le_or_gt k m with hk | hk
      · rw [← Nat.cast_sub hk]
        exact_mod_cast Nat.choose_succ_right_eq m k
      · rw [Nat.choose_eq_zero_of_lt hk, Nat.choose_eq_zero_of_lt (by omega)]
        simp
    have hf : ((k + 1 + 1).factorial : ℝ) = ((k : ℝ) + 1 + 1) * ((k + 1).factorial : ℝ) := by
      rw [Nat.factorial_succ (k + 1), Nat.cast_mul, Nat.cast_add_one, Nat.cast_add_one]
    have hs : (imagePoly m).coeff (k + 1 + 1) * (((k : ℝ) + 1 + 1) * (k + 1)) *
        (2 * ((m : ℝ) + 1)) = -((m : ℝ) - k) * (imagePoly m).coeff (k + 1) := by
      rw [imagePoly_coeff, imagePoly_coeff, hf, pow_succ]
      have hF : ((k + 1).factorial : ℝ) ≠ 0 := by positivity
      have hk2 : (k : ℝ) + 1 + 1 ≠ 0 := by positivity
      generalize (-1 / (2 * ((m : ℝ) + 1))) ^ k = w
      generalize ((k + 1).factorial : ℝ) = F at hF ⊢
      trans -((m.choose (k + 1) : ℝ) * (k + 1)) * w / F
      · field_simp
      · rw [hc]
        ring
    refine (mul_eq_zero.mp (?_ : ((m : ℝ) + 1) * _ = 0)).resolve_left hM
    linear_combination hs - ((k : ℝ) + 1) * (imagePoly m).coeff (k + 1) * hκ
      + ((m : ℝ) + 1) * (imagePoly m).coeff k * hE
  exact key _ _ (by field_simp) (by field_simp; ring)

/-- Every polynomial solution at the level with `n = m + 1` is a multiple of `imagePoly m`. -/
theorem level_nondegenerate (m : ℕ) (p : ℝ[X])
    (h : IsLevel (1 / (4 * ((m : ℝ) + 1))) p (-1 / (32 * ((m : ℝ) + 1) ^ 2))) :
    ∃ c : ℝ, p = C c * imagePoly m := by
  have hq := imagePoly_isLevel m
  generalize 1 / (4 * ((m : ℝ) + 1)) = κ at h hq
  generalize -1 / (32 * ((m : ℝ) + 1) ^ 2) = E at h hq
  obtain ⟨h0, hr⟩ := (isLevel_iff_coeff _ _ _).1 h
  obtain ⟨g0, gr⟩ := (isLevel_iff_coeff _ _ _).1 hq
  have g1 : (imagePoly m).coeff 1 = 1 := by simpa using imagePoly_coeff m 0
  -- the recursion propagates proportionality from the first two coefficients
  have hall : ∀ k : ℕ, p.coeff k = p.coeff 1 * (imagePoly m).coeff k ∧
      p.coeff (k + 1) = p.coeff 1 * (imagePoly m).coeff (k + 1) := by
    intro k
    induction k with
    | zero => exact ⟨by rw [h0, g0, mul_zero], by rw [zero_add, g1, mul_one]⟩
    | succ k ih =>
      refine ⟨ih.2, ?_⟩
      have hne : 2 * (((k : ℝ) + 1 + 1) * (k + 1)) ≠ 0 := by positivity
      apply mul_left_cancel₀ hne
      linear_combination hr k - p.coeff 1 * gr k - (1 - 4 * κ * ((k : ℝ) + 1)) * ih.2
        - (2 * κ ^ 2 + 4 * E) * ih.1
  refine ⟨p.coeff 1, ?_⟩
  ext k
  rw [coeff_C_mul]
  exact (hall k).1

/-- The image Rydberg series: a nonzero polynomial `p` of degree `n` with `p(0) = 0`, for which
`p(z) exp(-κ z)` solves the Schrödinger equation with energy `E`, exists exactly when `n ≥ 1`,
`κ = 1/(4n)` and `E = -1/(32 n²)` hartree. -/
theorem image_rydberg_series (κ E : ℝ) (n : ℕ) :
    (∃ p : ℝ[X], p ≠ 0 ∧ p.eval 0 = 0 ∧ p.natDegree = n ∧ IsLevel κ p E) ↔
      1 ≤ n ∧ κ = 1 / (4 * (n : ℝ)) ∧ E = -1 / (32 * (n : ℝ) ^ 2) := by
  constructor
  · rintro ⟨p, hp, _, rfl, h⟩
    exact (quantisation hp h).2
  · rintro ⟨hn, rfl, rfl⟩
    obtain ⟨m, rfl⟩ : ∃ m, n = m + 1 := ⟨n - 1, by omega⟩
    have h := imagePoly_isLevel m
    have hne : imagePoly m ≠ 0 := by
      intro h0
      have g1 : (imagePoly m).coeff 1 = 1 := by simpa using imagePoly_coeff m 0
      rw [h0, coeff_zero] at g1
      exact zero_ne_one g1
    obtain ⟨h0, h1, hκ, _⟩ := quantisation hne h
    -- the decay constant determines the degree
    have hd : (0 : ℝ) < ((imagePoly m).natDegree : ℝ) := by exact_mod_cast h1
    rw [div_eq_div_iff (by positivity) (mul_ne_zero four_ne_zero hd.ne')] at hκ
    have hdeg : ((imagePoly m).natDegree : ℝ) = (m : ℝ) + 1 := by linarith
    refine ⟨imagePoly m, hne, h0, by exact_mod_cast hdeg, ?_⟩
    push_cast
    exact h

/-- With the energy written as `-κ²/2`, a nonzero polynomial solution vanishing at the surface
exists exactly when `κ = 1/(4n)` for an integer `n ≥ 1`. -/
theorem decay_constant_quantised (κ : ℝ) :
    (∃ p : ℝ[X], p ≠ 0 ∧ p.eval 0 = 0 ∧ IsLevel κ p (-κ ^ 2 / 2)) ↔
      ∃ n : ℕ, 1 ≤ n ∧ κ = 1 / (4 * (n : ℝ)) := by
  constructor
  · rintro ⟨p, hp, _, h⟩
    obtain ⟨_, h1, hκ, _⟩ := quantisation hp h
    exact ⟨p.natDegree, h1, hκ⟩
  · rintro ⟨n, hn, hκ⟩
    obtain ⟨p, hp, h0, _, h⟩ := (image_rydberg_series κ (-κ ^ 2 / 2) n).2
      ⟨hn, hκ, by rw [hκ]; ring⟩
    exact ⟨p, hp, h0, h⟩

end

end ImagePotentialRydberg
```

```lean
#print axioms ImagePotentialRydberg.level_nondegenerate
-- 'ImagePotentialRydberg.level_nondegenerate' depends on axioms: [propext, Classical.choice, Quot.sound]
#print axioms ImagePotentialRydberg.image_rydberg_series
-- 'ImagePotentialRydberg.image_rydberg_series' depends on axioms: [propext, Classical.choice, Quot.sound]
#print axioms ImagePotentialRydberg.decay_constant_quantised
-- 'ImagePotentialRydberg.decay_constant_quantised' depends on axioms: [propext, Classical.choice, Quot.sound]
```
